# The cyclic shift on a finite ring times its adjoint is the identity

On a ring of N cells, with N nonzero and one basis state per cell, the cyclic shift S moves the state at cell k to cell k + 1, and the last step closes the ring. The theorem states that S times its adjoint S† is the identity, as an equation between N × N complex matrices with indices in `ZMod N`. The attempt first rewrites the entries of S so that row i has its single 1 in column i − 1. It then compares the two sides entry by entry, treating diagonal and off-diagonal entries separately, and leaves the matrix product to `simp`.

Lean 4 with Mathlib refuses this proof:

```lean
import Mathlib

open Matrix
open scoped Matrix.Norms.Operator

namespace ShiftMulAdjoint

noncomputable section

/-- The cyclic shift on the ring, which moves cell `k` to cell `k + 1`. -/
def shift (N : ℕ) : Matrix (ZMod N) (ZMod N) ℂ :=
  Matrix.of fun j k => if j = k + 1 then 1 else 0

variable {N : ℕ} [NeZero N]

/-- The cyclic shift times its adjoint is the identity. -/
theorem shift_mul_adjoint : shift N * (shift N)ᴴ = 1 := by
  have h : ∀ i k : ZMod N, shift N i k = if k = i - 1 then 1 else 0 := by
    intro i k
    simp only [shift, Matrix.of_apply, eq_sub_iff_add_eq, eq_comm]
  ext i j
  by_cases hij : i = j
  · subst hij
    simp [Matrix.mul_apply, h]
  · simp [Matrix.mul_apply, h, hij]

end

end ShiftMulAdjoint
```

The error:

```
Main.lean:25:2: error: unsolved goals
case neg
N : ℕ
inst✝ : NeZero N
h : ∀ (i k : ZMod N), shift N i k = if k = i - 1 then 1 else 0
i j : ZMod N
hij : ¬i = j
⊢ ¬j = i
```

What went wrong. The one error, `unsolved goals`, comes from the off-diagonal case. There `simp` has reduced the equation between entries to `¬j = i`: the entry of the product vanishes provided the two row indices differ. That is true, and the context already holds `hij : ¬i = j`, which says the same thing with the sides exchanged.

The trouble is the direction of the equality. Given `hij`, `simp` can replace `i = j` by `False`, but the proposition left in the goal is `j = i`, which does not match that pattern. The call does not turn the equality round, so the goal stays open.

The repair adds `Ne.symm hij`, a proof of `j ≠ i`, to the `simp` call. Now `j = i` can also be rewritten to `False`, the goal becomes `¬False`, and `simp` closes it. The rest of the proof is unchanged.

The mended proof, as a diff:

```diff
@@ -23,5 +23,5 @@
   · subst hij
     simp [Matrix.mul_apply, h]
-  · simp [Matrix.mul_apply, h, hij]
+  · simp [Matrix.mul_apply, h, hij, Ne.symm hij]
 
 end
```
